# A lower bound on the second-order energy that requires only the inverse of B, for a response matrix B + C with B positive definite and C positive semidefinite

All vectors are real and have components labelled by a finite index set n, which stands for an orthonormal basis of the first-order response space. The scalar product is

⟨u, v⟩ = Σᵢ uᵢ vᵢ,

written `u ⬝ᵥ v` in Lean, and a matrix M acts on a vector v as `M *ᵥ v`.

In Rayleigh–Schrödinger perturbation theory for a nondegenerate ground state, let A be the matrix of H₀ − E₀ on the space orthogonal to the normalised unperturbed state. The vector b holds the matrix elements that couple this state to the basis through the perturbation. The first-order response y solves

A y = −b,

and the second-order energy is ⟨y, b⟩. The matrix A is split as A = B + C under two conditions:

- B is symmetric and positive definite (`B.PosDef`). It stands for the part of the excitation operator that is easy to invert, with strictly positive excitation energies.
- C is symmetric and positive semidefinite (`C.PosSemidef`). It stands for a remainder that never lowers the expectation value of the excitation energy.

Both conditions are assumed, and a particular splitting of a Hamiltonian has to be shown to satisfy them. In Lean, A, b and y are an arbitrary matrix and arbitrary vectors; their origin in a Hamiltonian is interpretation.

```lean
import Mathlib

open Matrix

namespace ComplementaryLowerBound

noncomputable section

variable {n : Type*} [Fintype n]
```

For a trial response vector x, the Hylleraas functional is

J(x) = ⟨x, A x⟩ + 2⟨x, b⟩.

```lean
/-- The Hylleraas functional `⟨x, A x⟩ + 2 ⟨x, b⟩` of a trial response vector `x`. -/
def hylleraas (A : Matrix n n ℝ) (b x : n → ℝ) : ℝ :=
  x ⬝ᵥ (A *ᵥ x) + 2 * (x ⬝ᵥ b)
```

## (a) Moving a symmetric matrix across the scalar product

Show that for a real symmetric matrix M and any vectors x and y,

⟨x, M y⟩ = ⟨y, M x⟩.

**Solution.** Write out the sums and use Mᵢⱼ = Mⱼᵢ:

⟨x, M y⟩ = Σᵢⱼ xᵢ Mᵢⱼ yⱼ = Σᵢⱼ yⱼ Mⱼᵢ xᵢ = ⟨y, M x⟩.

Symmetry enters Lean as `M.IsHermitian`, which for real entries means that M equals its transpose. The proof first extracts this equality as `hT`, then lets the matrix act on the left-hand vector and replaces the transpose by M.

```lean
/-- A real symmetric operator may be moved from one side of the scalar product to the other. -/
theorem symm_dot {M : Matrix n n ℝ} (hM : M.IsHermitian) (x y : n → ℝ) :
    x ⬝ᵥ (M *ᵥ y) = y ⬝ᵥ (M *ᵥ x) := by
  have hT : Mᵀ = M := by
    ext i j
    simpa using hM.apply i j
  rw [dotProduct_mulVec, ← mulVec_transpose, hT, dotProduct_comm]
```

## (b) The error of the Hylleraas functional

Let A be symmetric and A y = −b. Show that for every trial vector x,

J(x) − ⟨y, b⟩ = ⟨x − y, A(x − y)⟩.

**Solution.** Put x = y + w and b = −A y. Then

J(y + w) = ⟨y, A y⟩ + ⟨y, A w⟩ + ⟨w, A y⟩ + ⟨w, A w⟩ − 2⟨y, A y⟩ − 2⟨w, A y⟩.

By (a), ⟨y, A w⟩ = ⟨w, A y⟩, so the terms linear in w cancel:

J(y + w) = −⟨y, A y⟩ + ⟨w, A w⟩.

Since ⟨y, b⟩ = −⟨y, A y⟩, subtracting it leaves ⟨w, A w⟩.

Only the symmetry of A is used here; its positivity enters in (f). In the Lean proof, `h1` and `h2` eliminate b from the two scalar products, `h3` is the symmetry from (a), and `linarith` collects the terms after expansion.

```lean
/-- The Hylleraas functional minus the second-order energy `⟨y, b⟩` is a quadratic form in the error
of the trial vector. -/
theorem hylleraas_gap {A : Matrix n n ℝ} (hA : A.IsHermitian) {b y : n → ℝ}
    (hy : A *ᵥ y = -b) (x : n → ℝ) :
    hylleraas A b x - y ⬝ᵥ b = (x - y) ⬝ᵥ (A *ᵥ (x - y)) := by
  obtain ⟨w, rfl⟩ : ∃ w, x = y + w := ⟨x - y, by abel⟩
  have hb : b = -(A *ᵥ y) := by rw [hy, neg_neg]
  have h1 : y ⬝ᵥ b = -(y ⬝ᵥ (A *ᵥ y)) := by rw [hb, dotProduct_neg]
  have h2 : w ⬝ᵥ b = -(w ⬝ᵥ (A *ᵥ y)) := by rw [hb, dotProduct_neg]
  have h3 := symm_dot hA y w
  rw [add_sub_cancel_left]
  simp only [hylleraas, mulVec_add, add_dotProduct, dotProduct_add]
  linarith
```

## (c) The error of the complementary functional

For a trial vector z, define the complementary functional

L(z) = −⟨b + C z, B⁻¹(b + C z)⟩ − ⟨z, C z⟩.

It contains the inverse of B but not that of B + C.

```lean
variable [DecidableEq n]

/-- The complementary functional `-⟨b + C z, B⁻¹ (b + C z)⟩ - ⟨z, C z⟩` of a trial vector `z`,
in which only `B` is inverted. -/
def complementary (B C : Matrix n n ℝ) (b z : n → ℝ) : ℝ :=
  -((b + C *ᵥ z) ⬝ᵥ (B⁻¹ *ᵥ (b + C *ᵥ z))) - z ⬝ᵥ (C *ᵥ z)
```

Let B be positive definite, C symmetric and (B + C) y = −b. Show that for every z,

⟨y, b⟩ − L(z) = ⟨C(z − y), B⁻¹C(z − y)⟩ + ⟨z − y, C(z − y)⟩.

**Solution.** Put z = y + w. The response equation gives b = −B y − C y, hence

b + C z = C w − B y,

B⁻¹(b + C z) = B⁻¹C w − y.

The scalar product of these two vectors is

⟨C w, B⁻¹C w⟩ − ⟨C w, y⟩ − ⟨B y, B⁻¹C w⟩ + ⟨B y, y⟩.

Because B is symmetric, ⟨B y, B⁻¹C w⟩ = ⟨y, C w⟩. The expression therefore equals

⟨C w, B⁻¹C w⟩ − 2⟨y, C w⟩ + ⟨y, B y⟩.

This is the first term of −L(z). The other term of −L(z), expanded with the symmetry of C, is

⟨z, C z⟩ = ⟨y, C y⟩ + 2⟨y, C w⟩ + ⟨w, C w⟩.

When the two are added, the cross terms cancel:

−L(z) = ⟨C w, B⁻¹C w⟩ + ⟨w, C w⟩ + ⟨y, B y⟩ + ⟨y, C y⟩.

The last two terms are −⟨y, b⟩, and adding ⟨y, b⟩ to both sides gives the result.

The Lean proof follows the same order. `h1` rewrites the shifted coupling b + C z, `h2` applies B⁻¹ to it, `h3` evaluates the mixed product, and `h4` expresses the energy through B and C. Positive definiteness makes the determinant of B nonzero (`hdet`), so that B⁻¹ is a true inverse. The final `linarith` performs the cancellation.

```lean
/-- The second-order energy minus the complementary functional is an explicit quadratic form
in the error `z - y` of the trial vector. -/
theorem complementary_gap {B C : Matrix n n ℝ} (hB : B.PosDef) (hC : C.IsHermitian)
    {b y : n → ℝ} (hy : (B + C) *ᵥ y = -b) (z : n → ℝ) :
    y ⬝ᵥ b - complementary B C b z =
      (C *ᵥ (z - y)) ⬝ᵥ (B⁻¹ *ᵥ (C *ᵥ (z - y))) + (z - y) ⬝ᵥ (C *ᵥ (z - y)) := by
  obtain ⟨w, rfl⟩ : ∃ w, z = y + w := ⟨z - y, by abel⟩
  have hdet : IsUnit B.det := hB.det_pos.ne'.isUnit
  have hb : b = -(B *ᵥ y) - C *ᵥ y := by
    rw [add_mulVec] at hy
    rw [← neg_neg b, ← hy]
    abel
  -- the response equation turns the shifted coupling into an error term minus `B y`
  have h1 : b + C *ᵥ (y + w) = C *ᵥ w - B *ᵥ y := by
    rw [hb, mulVec_add]
    abel
  have hBy : B⁻¹ *ᵥ (B *ᵥ y) = y := by
    rw [mulVec_mulVec, nonsing_inv_mul _ hdet, one_mulVec]
  have hBw : B *ᵥ (B⁻¹ *ᵥ (C *ᵥ w)) = C *ᵥ w := by
    rw [mulVec_mulVec, mul_nonsing_inv _ hdet, one_mulVec]
  have h2 : B⁻¹ *ᵥ (C *ᵥ w - B *ᵥ y) = B⁻¹ *ᵥ (C *ᵥ w) - y := by
    rw [mulVec_sub, hBy]
  have h3 : (B *ᵥ y) ⬝ᵥ (B⁻¹ *ᵥ (C *ᵥ w)) = y ⬝ᵥ (C *ᵥ w) := by
    rw [dotProduct_comm, symm_dot hB.isHermitian, hBw]
  have h4 : y ⬝ᵥ b = -(y ⬝ᵥ (B *ᵥ y)) - y ⬝ᵥ (C *ᵥ y) := by
    rw [hb, dotProduct_sub, dotProduct_neg]
  have h5 := symm_dot hC y w
  have h6 := dotProduct_comm (C *ᵥ w) y
  have h7 := dotProduct_comm (B *ᵥ y) y
  -- the cross terms cancel
  rw [add_sub_cancel_left, complementary, h1, h2, h4]
  simp only [mulVec_add, sub_dotProduct, dotProduct_sub, add_dotProduct, dotProduct_add]
  linarith
```

## (d) The lower bound

Now let C be positive semidefinite. Show that every trial vector z satisfies

L(z) ≤ ⟨y, b⟩.

**Solution.** Both terms on the right of the identity in (c) are nonnegative. For the first, set u = C(z − y) and v = B⁻¹u. Then

⟨u, B⁻¹u⟩ = ⟨B v, v⟩ = ⟨v, B v⟩ ≥ 0.

The second is nonnegative because C is positive semidefinite. Hence ⟨y, b⟩ − L(z) ≥ 0.

In Lean, `g` is the identity, while `p` and `q` are the two signs. The rewrite with `star_trivial` removes a complex conjugation that does nothing to real vectors.

```lean
/-- Complementary lower bound: every trial vector `z` gives a value not above the
second-order energy `⟨y, b⟩`. -/
theorem complementary_le {B C : Matrix n n ℝ} (hB : B.PosDef) (hC : C.PosSemidef)
    {b y : n → ℝ} (hy : (B + C) *ᵥ y = -b) (z : n → ℝ) :
    complementary B C b z ≤ y ⬝ᵥ b := by
  have g := complementary_gap hB hC.isHermitian hy z
  have p := hB.inv.posSemidef.dotProduct_mulVec_nonneg (C *ᵥ (z - y))
  have q := hC.dotProduct_mulVec_nonneg (z - y)
  rw [star_trivial] at p q
  linarith
```

## (e) When the bound is exact

Under the same conditions, show that

L(z) = ⟨y, b⟩ if and only if C z = C y.

**Solution.** If C z = C y, then C(z − y) = 0 and both error terms in (c) vanish. Conversely, suppose C(z − y) ≠ 0. The inverse of a positive definite matrix is positive definite, so

⟨C(z − y), B⁻¹C(z − y)⟩ > 0.

The other error term is nonnegative, so L(z) lies strictly below ⟨y, b⟩.

The choice z = y is therefore always exact. If C is singular, the bound is also exact for every z that differs from y by an element of the kernel of C. In the extreme case C = 0, the functional is constant and exact for every z. The two branches of the Lean proof are these two directions, with the converse argued by contradiction.

```lean
/-- The lower bound equals the second-order energy exactly when `C z = C y`. -/
theorem complementary_eq_iff {B C : Matrix n n ℝ} (hB : B.PosDef) (hC : C.PosSemidef)
    {b y : n → ℝ} (hy : (B + C) *ᵥ y = -b) (z : n → ℝ) :
    complementary B C b z = y ⬝ᵥ b ↔ C *ᵥ z = C *ᵥ y := by
  have g := complementary_gap hB hC.isHermitian hy z
  constructor
  · intro h
    by_contra hne
    have hw : C *ᵥ (z - y) ≠ 0 := fun h0 => hne (by
      rw [mulVec_sub] at h0
      exact sub_eq_zero.mp h0)
    -- a nonzero `C (z - y)` would leave a strictly positive gap
    have p := hB.inv.dotProduct_mulVec_pos hw
    have q := hC.dotProduct_mulVec_nonneg (z - y)
    rw [star_trivial] at p q
    linarith
  · intro h
    have h0 : C *ᵥ (z - y) = 0 := by rw [mulVec_sub, h, sub_self]
    rw [h0] at g
    simp only [zero_dotProduct, dotProduct_zero, add_zero] at g
    linarith
```

## (f) Enclosing the energy

Show that for any two trial vectors z and x, chosen independently,

L(z) ≤ ⟨y, b⟩ ≤ J(x), where J is formed with A = B + C.

**Solution.** The left inequality is (d). For the right one, A is positive definite, since for every nonzero v

⟨v, A v⟩ = ⟨v, B v⟩ + ⟨v, C v⟩ > 0.

Thus the error ⟨x − y, A(x − y)⟩ found in (b) is nonnegative.

For a second-order energy in a fixed finite basis, the difference J(x) − L(z) bounds the error of J(x), and likewise that of L(z), as an estimate of this energy, provided that the splitting satisfies the two positivity conditions. It does not measure the error due to the choice of basis. The Lean theorem returns the two inequalities as a conjunction: the first is `complementary_le`, and the second combines `hylleraas_gap` with the positivity of B + C.

```lean
/-- Two independent trial vectors enclose the second-order energy between the complementary
functional and the Hylleraas functional. -/
theorem energy_enclosure {B C : Matrix n n ℝ} (hB : B.PosDef) (hC : C.PosSemidef)
    {b y : n → ℝ} (hy : (B + C) *ᵥ y = -b) (z x : n → ℝ) :
    complementary B C b z ≤ y ⬝ᵥ b ∧ y ⬝ᵥ b ≤ hylleraas (B + C) b x := by
  refine ⟨complementary_le hB hC hy z, ?_⟩
  have hA : (B + C).PosDef := hB.add_posSemidef hC
  have g := hylleraas_gap hA.isHermitian hy x
  have p := hA.posSemidef.dotProduct_mulVec_nonneg (x - y)
  rw [star_trivial] at p
  linarith
```

## (g) The energy as a maximum

Show that for every b, without presupposing a solution y,

max over z of L(z) = −⟨b, (B + C)⁻¹b⟩.

**Solution.** By (f), B + C is positive definite and hence invertible. The vector

y = −(B + C)⁻¹b

solves the response equation, and its energy is ⟨y, b⟩ = −⟨b, (B + C)⁻¹b⟩. By (d) no value of L exceeds this number, and by (e) the value is attained at z = y.

`IsGreatest` expresses both facts: the number belongs to the set of values of L, written `Set.range (complementary B C b)`, and it is an upper bound of that set. In the proof, `hy` verifies the response equation and `hE` identifies the energy. The inverse of B + C appears in the exact value, but evaluating L at a given z does not require it.

```lean
/-- The second-order energy `-⟨b, (B + C)⁻¹ b⟩` is the greatest value of the complementary
functional over all trial vectors. -/
theorem energy_isGreatest {B C : Matrix n n ℝ} (hB : B.PosDef) (hC : C.PosSemidef)
    (b : n → ℝ) :
    IsGreatest (Set.range (complementary B C b)) (-(b ⬝ᵥ ((B + C)⁻¹ *ᵥ b))) := by
  have hdet : IsUnit (B + C).det := (hB.add_posSemidef hC).det_pos.ne'.isUnit
  -- the response vector exists because `B + C` is invertible
  have hy : (B + C) *ᵥ (-((B + C)⁻¹ *ᵥ b)) = -b := by
    rw [mulVec_neg, mulVec_mulVec, mul_nonsing_inv _ hdet, one_mulVec]
  have hE : (-((B + C)⁻¹ *ᵥ b)) ⬝ᵥ b = -(b ⬝ᵥ ((B + C)⁻¹ *ᵥ b)) := by
    rw [neg_dotProduct, dotProduct_comm]
  rw [← hE]
  refine ⟨⟨_, (complementary_eq_iff hB hC hy _).mpr rfl⟩, ?_⟩
  rintro _ ⟨z, rfl⟩
  exact complementary_le hB hC hy z
```

## (h) A two-dimensional example

Take B = diag(1, 2), let C be the 2 × 2 matrix with all entries equal to one, and set b = (−3, −4) and y = (1, 1). Show that B is positive definite, that C is positive semidefinite, and that

(B + C)(1, 1) = −(−3, −4).

**Solution.** The diagonal entries of B are positive. For C,

⟨v, C v⟩ = (v₁ + v₂)² ≥ 0.

The sum B + C has rows (2, 1) and (1, 3), so it maps (1, 1) to (3, 4), which is −b.

The matrices do not commute: the first row of B C is (1, 1), while that of C B is (1, 2). The second-order energy is ⟨y, b⟩ = −7. The trial vectors z = 0 and x = 0 give

L(0) = −(9 + 16/2) = −17 and J(0) = 0,

which enclose −7 loosely. The trial vector z = (2, 0) differs from y but has C z = C y = (2, 2), and it gives

L(z) = −(1 + 4/2) − 4 = −7,

in agreement with (e).

The Lean theorem states the two positivity conditions and the response equation. It obtains the semidefiniteness of C by writing C as MᵀM, where M has rows (1, 1) and (0, 0). Lean counts the two components from 0, whereas the formula above counts them from 1.

```lean
/-- A two-dimensional instance: `B = diag(1, 2)`, `C` with all entries one, `b = (-3, -4)` and `y =
(1, 1)` satisfy the positivity conditions and the response equation. -/
theorem complementary_witness :
    (Matrix.diagonal ![(1 : ℝ), 2]).PosDef ∧ (!![(1 : ℝ), 1; 1, 1]).PosSemidef ∧
      (Matrix.diagonal ![(1 : ℝ), 2] + !![(1 : ℝ), 1; 1, 1]) *ᵥ ![1, 1] = -![-3, -4] := by
  refine ⟨Matrix.PosDef.diagonal ?_, ?_, ?_⟩
  · intro i
    fin_cases i <;> simp
  · have h := posSemidef_conjTranspose_mul_self (!![(1 : ℝ), 1; 0, 0])
    convert h using 1
    ext i j
    fin_cases i <;> fin_cases j <;> simp [Matrix.mul_apply, Fin.sum_univ_succ]
  · ext i
    fin_cases i <;>
      simp [Matrix.mulVec, dotProduct, Fin.sum_univ_succ, Matrix.diagonal_apply] <;> norm_num

end

end ComplementaryLowerBound
```

```lean
#print axioms ComplementaryLowerBound.energy_enclosure
#print axioms ComplementaryLowerBound.energy_isGreatest
```

```
'ComplementaryLowerBound.energy_enclosure' depends on axioms: [propext, Classical.choice, Quot.sound]
'ComplementaryLowerBound.energy_isGreatest' depends on axioms: [propext, Classical.choice, Quot.sound]
```

## Complex matrices, and the effect of omitting C

The statement could also have been modelled with complex Hermitian matrices, which can arise when the basis functions are complex. The scalar product would then conjugate its first argument, and the linear term of J would become 2 Re⟨x, b⟩. The energy ⟨y, b⟩ = −⟨y, A y⟩ would still be real, and both error formulas would keep their form.

A neighbouring result follows from the same argument with z = 0. Comparing L(0) with the maximum in (g) gives, for every b,

⟨b, (B + C)⁻¹b⟩ ≤ ⟨b, B⁻¹b⟩.

Adding a positive semidefinite matrix to B therefore never increases the quadratic form of the inverse. In the perturbation problem, omitting C altogether gives a second-order energy that is too low or exact.
